# Core radius and bulk modulus of a simple metal in the empty-core model

In a simple metal such as sodium, the valence electrons see ions that can be modelled by an empty-core pseudopotential: the Coulomb attraction outside a core radius $r_c$, and zero inside it. The radius is the only parameter of the potential, and it can be fitted by requiring that the metal be in equilibrium at its observed density. Which densities can be reached in this way, and what bulk modulus does the fitted model then give?

Let $s$ be the electron-sphere radius, so that the volume per electron is $V=4\pi s^3/3$. The answers below hold for an energy that depends on the density alone, with constants $a$, $b$, $c$ that do not vary with $s$. In Lean all these quantities are real numbers in one consistent set of units.

```lean
import Mathlib

open Real

namespace EmptyCoreMetal

noncomputable section
```

## The energy per electron

The model energy is

$$E(s)=\frac{a}{s^2}-\frac{b}{s}+\frac{c\,r_c^2}{s^3}.$$

The constant $a$ stands for the kinetic energy of a uniform electron gas. The constant $b$ collects exchange and the Madelung energy of point ions in a fixed crystal structure. The last term is positive because it takes away the attraction inside the core, which the energy of point ions includes: the integral of $1/r$ over a sphere of radius $r_c$ is $2\pi r_c^2$, and multiplying by the electron density gives the factor $1/s^3$. Correlation, the response of the electrons to the lattice, and temperature are left out.

```lean
/-- Energy per electron of a simple metal at electron-sphere radius `s`: kinetic term `a/s²`,
exchange plus Madelung term `-b/s`, and empty-core term `c rc²/s³`. -/
def energy (a b c rc : ℝ) : ℝ → ℝ := fun s => a / s ^ 2 - b / s + c * rc ^ 2 / s ^ 3
```

The parameters come first in `energy a b c rc`, which is then a function of $s$ alone.

## Pressure and bulk modulus

Since $dV=4\pi s^2\,ds$, the pressure is

$$P=-\frac{dE}{dV}=-\frac{E'(s)}{4\pi s^2}.$$

```lean
/-- Pressure `-dE/dV` for the volume per electron `V = 4πs³/3`. -/
def pressure (E : ℝ → ℝ) : ℝ → ℝ := fun s => -deriv E s / (4 * π * s ^ 2)
```

The bulk modulus is $B=-V\,dP/dV$. With $V/(dV/ds)=s/3$ this becomes

$$B=-\frac{s}{3}\,\frac{dP}{ds}.$$

```lean
/-- Bulk modulus `-V dP/dV`, written with the radius `s` as variable: `-(s/3) dP/ds`. -/
def bulkModulus (E : ℝ → ℝ) (s : ℝ) : ℝ := -(s / 3) * deriv (pressure E) s
```

Both definitions accept any energy function `E`. The expression $E''/(12\pi s)$ is not built into them and has to be derived.

## Two derivatives

Differentiating term by term gives

$$E'(s)=\frac{b}{s^2}-\frac{2a}{s^3}-\frac{3c\,r_c^2}{s^4}.$$

```lean
/-- The first derivative of the energy with respect to the electron-sphere radius. -/
theorem hasDerivAt_energy (a b c rc : ℝ) {s : ℝ} (hs : s ≠ 0) :
    HasDerivAt (energy a b c rc)
      (b / s ^ 2 - 2 * a / s ^ 3 - 3 * (c * rc ^ 2) / s ^ 4) s := by
  have h2 : HasDerivAt (fun x : ℝ => x ^ 2) (2 * s) s := by simpa using hasDerivAt_pow 2 s
  have h3 : HasDerivAt (fun x : ℝ => x ^ 3) (3 * s ^ 2) s := by simpa using hasDerivAt_pow 3 s
  have h := (((hasDerivAt_const s a).fun_div h2 (pow_ne_zero 2 hs)).fun_sub
    ((hasDerivAt_const s b).fun_div (hasDerivAt_id' s) hs)).fun_add
    ((hasDerivAt_const s (c * rc ^ 2)).fun_div h3 (pow_ne_zero 3 hs))
  refine HasDerivAt.congr_deriv h ?_
  field_simp
  ring
```

`HasDerivAt f f' s` says that `f` is differentiable at `s` with derivative `f'`. This matters because Lean's `deriv` returns zero where a function is not differentiable; here, a vanishing `deriv` at $s\neq0$ is genuine stationarity. The proof applies the quotient rule to each term, and `field_simp` and `ring` tidy the result.

A second differentiation gives

$$E''(s)=\frac{6a}{s^4}-\frac{2b}{s^3}+\frac{12c\,r_c^2}{s^5}.$$

```lean
/-- The second derivative of the energy with respect to the electron-sphere radius. -/
theorem hasDerivAt_deriv_energy (a b c rc : ℝ) {s : ℝ} (hs : s ≠ 0) :
    HasDerivAt (deriv (energy a b c rc))
      (6 * a / s ^ 4 - 2 * b / s ^ 3 + 12 * (c * rc ^ 2) / s ^ 5) s := by
  have h2 : HasDerivAt (fun x : ℝ => x ^ 2) (2 * s) s := by simpa using hasDerivAt_pow 2 s
  have h3 : HasDerivAt (fun x : ℝ => x ^ 3) (3 * s ^ 2) s := by simpa using hasDerivAt_pow 3 s
  have h4 : HasDerivAt (fun x : ℝ => x ^ 4) (4 * s ^ 3) s := by simpa using hasDerivAt_pow 4 s
  have h := (((hasDerivAt_const s b).fun_div h2 (pow_ne_zero 2 hs)).fun_sub
    ((hasDerivAt_const s (2 * a)).fun_div h3 (pow_ne_zero 3 hs))).fun_sub
    ((hasDerivAt_const s (3 * (c * rc ^ 2))).fun_div h4 (pow_ne_zero 4 hs))
  -- near `s` the derivative of the energy is given by the explicit formula
  refine HasDerivAt.congr_deriv (h.congr_of_eventuallyEq ?_) ?_
  · filter_upwards [isOpen_ne.mem_nhds hs] with x hx
    exact (hasDerivAt_energy a b c rc hx).deriv
  · field_simp
    ring
```

The proof turns on `congr_of_eventuallyEq`. By hand one differentiates the formula for $E'$ without a second thought, but Lean is asked about the function `deriv (energy a b c rc)`, which is not written as that formula. Agreement at the single point $s$ would not be enough, since two functions can share a value and have different slopes. Agreement throughout a neighbourhood is enough. The set of nonzero reals is open, so `isOpen_ne.mem_nhds hs` supplies such a neighbourhood, and `filter_upwards` reduces the claim to the previous theorem at each of its points.

## Bulk modulus at any pressure

Differentiating the pressure yields

$$\frac{dP}{ds}=-\frac{E''}{4\pi s^2}+\frac{2E'}{4\pi s^3}.$$

Multiplying by $-s/3$ and then by $12\pi s^2$ gives

$$12\pi s^2B=sE''-2E'.$$

```lean
/-- For any energy function whose derivative is differentiable at `s ≠ 0`, the bulk modulus `B` at
`s` satisfies `12πs² B = s E'' - 2 E'`. -/
theorem bulkModulus_relation {E : ℝ → ℝ} {E2 s : ℝ} (hs : s ≠ 0)
    (h : HasDerivAt (deriv E) E2 s) :
    12 * π * s ^ 2 * bulkModulus E s = s * E2 - 2 * deriv E s := by
  have h2 : HasDerivAt (fun x : ℝ => x ^ 2) (2 * s) s := by simpa using hasDerivAt_pow 2 s
  have hne : 4 * π * s ^ 2 ≠ 0 := by positivity
  have hp : HasDerivAt (pressure E)
      ((-E2 * (4 * π * s ^ 2) - -deriv E s * (4 * π * (2 * s))) / (4 * π * s ^ 2) ^ 2) s :=
    h.fun_neg.fun_div (h2.const_mul (4 * π)) hne
  rw [bulkModulus, hp.deriv]
  field_simp
  ring
```

The number `E2` is the value of $E''$ at $s$. The relation needs only that $E'$ be differentiable there, and it does not use the form of the model energy.

The familiar $B=E''/(12\pi s)$ follows only when $E'=0$. Using it away from equilibrium goes wrong: for the kinetic term alone it gives $a/(2\pi s^5)$, whereas the full relation gives

$$\frac{6a+4a}{12\pi s^5}=\frac{5a}{6\pi s^5}.$$

## Fitting the core radius

Multiplying $E'(s)=0$ by $s^4$ turns stationarity into

$$3c\,r_c^2=s(bs-2a).$$

```lean
/-- The energy is stationary at radius `s` exactly when `3 c rc² = s (b s - 2a)`. -/
theorem stationary_iff (a b c rc : ℝ) {s : ℝ} (hs : s ≠ 0) :
    deriv (energy a b c rc) s = 0 ↔ 3 * (c * rc ^ 2) = s * (b * s - 2 * a) := by
  have key : b / s ^ 2 - 2 * a / s ^ 3 - 3 * (c * rc ^ 2) / s ^ 4
      = (s * (b * s - 2 * a) - 3 * (c * rc ^ 2)) / s ^ 4 := by
    field_simp
  rw [(hasDerivAt_energy a b c rc hs).deriv, key, div_eq_zero_iff]
  constructor
  · rintro (h | h)
    · linarith
    · exact absurd h (pow_ne_zero 4 hs)
  · intro h
    left
    linarith
```

The proof writes $E'$ as a single fraction over $s^4$, which vanishes exactly when its numerator does.

Now fix a target radius $s_0>0$, with $a,c>0$. If some $r_c>0$ makes $s_0$ stationary, the left side of the condition is positive, so $bs_0>2a$. Conversely, if $bs_0>2a$, then

$$r_c=\sqrt{\frac{s_0(bs_0-2a)}{3c}}$$

is positive and satisfies the condition. The threshold has a plain meaning: $2a/b$ is the equilibrium radius for point ions, with $r_c=0$, and the core term can only expand the metal beyond it.

At the stationary point $E'(s_0)=0$, so $B=E''(s_0)/(12\pi s_0)$. Substituting $c\,r_c^2=s_0(bs_0-2a)/3$ gives

$$E''(s_0)=\frac{6a-2bs_0+4(bs_0-2a)}{s_0^4}=\frac{2(bs_0-a)}{s_0^4},$$

and therefore

$$B=\frac{bs_0-a}{6\pi s_0^5}.$$

This is positive, because $bs_0-a>a>0$.

```lean
/-- For positive `a`, `c` and `s0`, a positive core radius that makes `s0` stationary exists exactly
when `b s0 > 2a`. Any such radius has `rc² = s0 (b s0 - 2a)/(3c)`, and the bulk modulus at `s0` is
`E''(s0)/(12π s0) = (b s0 - a)/(6π s0⁵)`, which is positive. -/
theorem core_radius_and_bulkModulus {a c s0 : ℝ} (b : ℝ) (ha : 0 < a) (hc : 0 < c)
    (hs : 0 < s0) :
    ((∃ rc, 0 < rc ∧ deriv (energy a b c rc) s0 = 0) ↔ 2 * a < b * s0) ∧
    ∀ rc, 0 < rc → deriv (energy a b c rc) s0 = 0 →
      rc ^ 2 = s0 * (b * s0 - 2 * a) / (3 * c) ∧
      bulkModulus (energy a b c rc) s0
        = deriv (deriv (energy a b c rc)) s0 / (12 * π * s0) ∧
      bulkModulus (energy a b c rc) s0 = (b * s0 - a) / (6 * π * s0 ^ 5) ∧
      0 < bulkModulus (energy a b c rc) s0 := by
  have hs' : s0 ≠ 0 := hs.ne'
  have bound : ∀ rc, 0 < rc → deriv (energy a b c rc) s0 = 0 → 2 * a < b * s0 := by
    intro rc hr h
    have h1 := (stationary_iff a b c rc hs').mp h
    have h2 : 0 < s0 * (b * s0 - 2 * a) := by rw [← h1]; positivity
    have h3 := (mul_pos_iff_of_pos_left hs).mp h2
    linarith
  refine ⟨⟨fun ⟨rc, hr, h⟩ => bound rc hr h, fun h => ?_⟩, fun rc hr h => ?_⟩
  · -- the required square is positive, so its root is a core radius
    have hpos : 0 < s0 * (b * s0 - 2 * a) / (3 * c) :=
      div_pos (mul_pos hs (by linarith)) (by positivity)
    refine ⟨√(s0 * (b * s0 - 2 * a) / (3 * c)), Real.sqrt_pos.mpr hpos, ?_⟩
    rw [stationary_iff a b c _ hs', Real.sq_sqrt hpos.le]
    field_simp
  · have h1 := (stationary_iff a b c rc hs').mp h
    have h2 := hasDerivAt_deriv_energy a b c rc hs'
    have hB := bulkModulus_relation hs' h2
    rw [h] at hB
    have hB' : bulkModulus (energy a b c rc) s0
        = (6 * a / s0 ^ 4 - 2 * b / s0 ^ 3 + 12 * (c * rc ^ 2) / s0 ^ 5) / (12 * π * s0) := by
      rw [eq_div_iff (by positivity)]
      apply mul_left_cancel₀ hs'
      linear_combination hB
    -- eliminate the core radius through the equilibrium condition
    have hK : c * rc ^ 2 = s0 * (b * s0 - 2 * a) / 3 := by linarith
    have hval : bulkModulus (energy a b c rc) s0 = (b * s0 - a) / (6 * π * s0 ^ 5) := by
      rw [hB', hK]
      field_simp
      ring
    refine ⟨?_, ?_, hval, ?_⟩
    · rw [eq_div_iff (by positivity)]
      linear_combination h1
    · rw [h2.deriv, hB']
    · rw [hval]
      have := bound rc hr h
      exact div_pos (by linarith) (by positivity)
```

The first half of the statement is the equivalence between the existence of a positive core radius and `2 * a < b * s0`. The second half holds for every positive `rc` that makes `s0` stationary: it gives the value of `rc ^ 2`, the two expressions for the bulk modulus, and its sign. No sign is assumed for `b`, since the inequality already forces it to be positive.

In the proof, `bound` is the necessary direction, and `Real.sq_sqrt` checks the explicit root in the other. The line `rw [h] at hB` removes the $E'$ term from the general relation, and `hK` eliminates the core radius as above. Once the density is fixed, $B$ depends only on $a$, $b$ and $s_0$; within this density-only model, fitting the pseudopotential to the density therefore leaves no freedom to adjust the compressibility.

## The stationary point is the minimum

A positive $B$ shows only local stability. For the global statement, put $x=1/s$, $x_0=1/s_0$ and $K=c\,r_c^2$, so that $E=ax^2-bx+Kx^3$. Stationarity gives $b=2ax_0+3Kx_0^2$, and then

$$\begin{aligned}
E(s)-E(s_0)&=(x-x_0)\left[a(x-x_0)+K(x^2+xx_0-2x_0^2)\right]\\
&=(x-x_0)^2\left[a+K(x+2x_0)\right].
\end{aligned}$$

For $a>0$ and $K\ge0$ this is positive whenever $s\ne s_0$.

```lean
/-- For `a > 0` and `c ≥ 0`, a positive stationary radius is the strict global minimum of the energy
over all positive radii. -/
theorem stationary_is_global_min {a b c rc s0 s : ℝ} (ha : 0 < a) (hc : 0 ≤ c) (hs0 : 0 < s0)
    (h : deriv (energy a b c rc) s0 = 0) (hs : 0 < s) (hne : s ≠ s0) :
    energy a b c rc s0 < energy a b c rc s := by
  have h1 := (stationary_iff a b c rc hs0.ne').mp h
  have hb : b = (3 * (c * rc ^ 2) + 2 * a * s0) / s0 ^ 2 := by
    rw [eq_div_iff (by positivity)]
    linear_combination -h1
  -- in the variable `1/s` the energy difference has a double root at equilibrium
  have key : energy a b c rc s - energy a b c rc s0
      = (s⁻¹ - s0⁻¹) ^ 2 * (c * rc ^ 2 / s + 2 * (c * rc ^ 2) / s0 + a) := by
    simp only [energy]
    rw [hb]
    field_simp
    ring
  have hd : s⁻¹ - s0⁻¹ ≠ 0 := fun h0 => hne (inv_injective (sub_eq_zero.mp h0))
  have hpos : 0 < (s⁻¹ - s0⁻¹) ^ 2 * (c * rc ^ 2 / s + 2 * (c * rc ^ 2) / s0 + a) := by
    positivity
  linarith
```

The identity `key` is this factorisation, and `positivity` reads off the sign. The comparison covers all uniform changes of density, but not a change of crystal structure or a shear.

## From core radius to density

The problem can also be read in the other direction, with $r_c$ given and the density sought. For $b>0$, stationarity is the quadratic $bs^2-2as-3c\,r_c^2=0$, with roots

$$s=\frac{a\pm\sqrt{a^2+3bc\,r_c^2}}{b}.$$

For $c\ge0$ the square root is at least $a$, so the lower sign never gives a positive radius.

```lean
/-- For `b > 0` and `c ≥ 0`, a positive radius `s` is stationary exactly when `s = (a + √(a² + 3 b c
rc²))/b`. -/
theorem equilibrium_radius {b c s : ℝ} (a rc : ℝ) (hb : 0 < b) (hc : 0 ≤ c) (hs : 0 < s) :
    deriv (energy a b c rc) s = 0 ↔ s = (a + √(a ^ 2 + 3 * b * (c * rc ^ 2))) / b := by
  have hK : 0 ≤ 3 * b * (c * rc ^ 2) := by positivity
  have hR := Real.sq_sqrt (add_nonneg (sq_nonneg a) hK)
  have hRa : a ≤ √(a ^ 2 + 3 * b * (c * rc ^ 2)) := Real.le_sqrt_of_sq_le (by linarith)
  rw [stationary_iff a b c rc hs.ne', eq_div_iff hb.ne']
  set R := √(a ^ 2 + 3 * b * (c * rc ^ 2))
  constructor
  · intro h
    have hprod : (s * b - a - R) * (s * b - a + R) = 0 := by
      linear_combination -b * h - hR
    rcases mul_eq_zero.mp hprod with h1 | h1
    · linarith
    · -- the other root of the quadratic is not positive
      have := mul_pos hs hb
      linarith
  · intro h
    have h1 : R = s * b - a := by linarith
    rw [h1] at hR
    apply mul_left_cancel₀ hb.ne'
    linear_combination -hR
```

The proof factors the quadratic with `R` for the square root and rejects the second factor using `hRa`. The theorem tests a given positive `s`; when $a>0$ the right-hand side is itself positive, so an equilibrium radius exists.

## Comparison with the free-electron value

The kinetic term alone has $B_0=5a/(6\pi s_0^5)$ at the same density, as found above. The stationarity condition gives $bs_0-a=a+3c\,r_c^2/s_0$, so

$$\frac{B}{B_0}=\frac{bs_0-a}{5a}=\frac15+\frac{3c\,r_c^2}{5a\,s_0}.$$

```lean
/-- At equilibrium the bulk modulus is `1/5 + 3 c rc²/(5 a s0)` times that of the kinetic term
alone at the same density. -/
theorem bulkModulus_ratio {a b c rc s0 : ℝ} (ha : 0 < a) (hc : 0 < c) (hr : 0 < rc)
    (hs : 0 < s0) (h : deriv (energy a b c rc) s0 = 0) :
    bulkModulus (energy a b c rc) s0
      = (1 / 5 + 3 * (c * rc ^ 2) / (5 * a * s0)) * bulkModulus (energy a 0 0 0) s0 := by
  have hfree : bulkModulus (energy a 0 0 0) s0 = 5 * a / (6 * π * s0 ^ 5) := by
    have h0 := bulkModulus_relation hs.ne' (hasDerivAt_deriv_energy a 0 0 0 hs.ne')
    rw [(hasDerivAt_energy a 0 0 0 hs.ne').deriv] at h0
    simp only [mul_zero, zero_mul, zero_div, sub_zero, add_zero, zero_sub] at h0
    have e : bulkModulus (energy a 0 0 0) s0
        = (s0 * (6 * a / s0 ^ 4) - 2 * -(2 * a / s0 ^ 3)) / (12 * π * s0 ^ 2) := by
      rw [eq_div_iff (by positivity)]
      linear_combination h0
    rw [e]
    field_simp
    ring
  have hb : b * s0 - a = a + 3 * (c * rc ^ 2) / s0 := by
    rw [(stationary_iff a b c rc hs.ne').mp h]
    field_simp
    ring
  have hinv : a * a⁻¹ = 1 := mul_inv_cancel₀ ha.ne'
  rw [((core_radius_and_bulkModulus b ha hc hs).2 rc hr h).2.2.1, hfree, hb]
  linear_combination (-(3 * (c * rc ^ 2) / s0 / (6 * π * s0 ^ 5))) * hinv

end

end EmptyCoreMetal
```

Here `energy a 0 0 0` is the kinetic term. It is under pressure at $s_0$, so `hfree` uses the general relation with its $E'$ term. The theorem states the ratio as a product, $B=(\dots)B_0$.

```lean
#print axioms EmptyCoreMetal.core_radius_and_bulkModulus
#print axioms EmptyCoreMetal.stationary_is_global_min
#print axioms EmptyCoreMetal.equilibrium_radius
#print axioms EmptyCoreMetal.bulkModulus_ratio
```

```
'EmptyCoreMetal.core_radius_and_bulkModulus' depends on axioms: [propext, Classical.choice, Quot.sound]
'EmptyCoreMetal.stationary_is_global_min' depends on axioms: [propext, Classical.choice, Quot.sound]
'EmptyCoreMetal.equilibrium_radius' depends on axioms: [propext, Classical.choice, Quot.sound]
'EmptyCoreMetal.bulkModulus_ratio' depends on axioms: [propext, Classical.choice, Quot.sound]
```
